# For a C² strain energy, the reference stress S adds tr(S AᵀA) to the second derivative along F = 1 + tA

As an algebraic example, not a model of a real solid, take two dimensions, the energy W(E) = −p tr E with a constant p, and the infinitesimal rotation A with rows (0, −1) and (1, 0). For the deformation gradient F = 1 + tA,

FᵀF = (1 + t²) 1, so E = (FᵀF − 1)/2 = (t²/2) 1 and W = −p t².

The symmetric part of A is zero, yet the second derivative of the energy is −2p. The path is a rotation only to first order; at second order it stretches the body, and the stress already present does work on that stretch.

For a general energy W(E) that is C² at E = 0, write ε = sym A = (A + Aᵀ)/2 and let S be the gradient of W at E = 0. The second derivative at t = 0 is

W''(0)[ε, ε] + tr(S AᵀA).

This matters when elastic constants of a compressed crystal are fitted to energies of deformed cells, in the model used here: homogeneous deformation and an energy that depends on strain alone. The work of an external pressure device is not included in W.

## The energy depends on F only through the Green strain

Physically, a rigid rotation costs nothing. In Lean, W is a function on `SymMat n`, the space of real symmetric n×n matrices, so its derivatives are taken only in symmetric directions. The strain, ε and AᵀA are built as elements of that space.

```lean
import Mathlib

open Matrix Filter Topology

namespace PrestressedElasticity

noncomputable section

attribute [local instance] Matrix.normedAddCommGroup Matrix.normedSpace

variable {n : Type*} [Fintype n] [DecidableEq n]

/-- The real vector space of symmetric matrices, on which the strain energy is defined. -/
abbrev SymMat (n : Type*) [Fintype n] [DecidableEq n] : Submodule ℝ (Matrix n n ℝ) where
  carrier := {H | Hᵀ = H}
  add_mem' := by
    intro a b ha hb
    simp only [Set.mem_ofPred_eq] at ha hb ⊢
    rw [transpose_add, ha, hb]
  zero_mem' := by simp
  smul_mem' := by
    intro c a ha
    simp only [Set.mem_ofPred_eq] at ha ⊢
    rw [transpose_smul, ha]

/-- The Green strain `(FᵀF - 1)/2` of a deformation gradient `F`. -/
def greenStrain (F : Matrix n n ℝ) : SymMat n :=
  ⟨(1 / 2 : ℝ) • (Fᵀ * F - 1), by
    change ((1 / 2 : ℝ) • (Fᵀ * F - 1))ᵀ = _
    simp only [transpose_smul, transpose_sub, transpose_mul, transpose_transpose, transpose_one]⟩

/-- The symmetric part `(A + Aᵀ)/2` of a displacement gradient `A`. -/
def symPart (A : Matrix n n ℝ) : SymMat n :=
  ⟨(1 / 2 : ℝ) • (A + Aᵀ), by
    change ((1 / 2 : ℝ) • (A + Aᵀ))ᵀ = _
    rw [transpose_smul, transpose_add, transpose_transpose, add_comm]⟩

/-- The symmetric matrix `AᵀA`. -/
def gram (A : Matrix n n ℝ) : SymMat n :=
  ⟨Aᵀ * A, by
    change (Aᵀ * A)ᵀ = _
    rw [transpose_mul, transpose_transpose]⟩
```

For an energy that is not a function of the Green strain, the formula can fail. In two dimensions the energy c(F₀₁ − F₁₀)², with c ≠ 0, has zero gradient at F = 1, but its second derivative along the rotation above is 8c, while ε = 0.

## The path is linear in t

`energyAlong` is the energy along F = 1 + tA, and `curvature` is its second derivative at t = 0. `IsReferenceStress` says what S is: a symmetric matrix with dW(0)[H] = tr(SH) for every symmetric H. With W taken per unit reference volume, it is the stress in the undeformed reference state.

```lean
/-- The strain energy along the deformation `F = 1 + tA`, as a function of `t`. -/
def energyAlong (W : SymMat n → ℝ) (A : Matrix n n ℝ) (t : ℝ) : ℝ :=
  W (greenStrain (1 + t • A))

/-- The second derivative at `t = 0` of the strain energy along `F = 1 + tA`. -/
def curvature (W : SymMat n → ℝ) (A : Matrix n n ℝ) : ℝ :=
  deriv (deriv (energyAlong W A)) 0

/-- `S` is symmetric and `fderiv ℝ W 0 H = tr(S H)` for every symmetric `H`. If `W` is
differentiable at zero strain, this says that `S` is its gradient there. -/
def IsReferenceStress (W : SymMat n → ℝ) (S : Matrix n n ℝ) : Prop :=
  Sᵀ = S ∧ ∀ H : SymMat n, fderiv ℝ W 0 H = trace (S * (H : Matrix n n ℝ))
```

Linearity in t enters when the strain is multiplied out:

(1 + tAᵀ)(1 + tA) − 1 = t(A + Aᵀ) + t² AᵀA,

E = tε + (t²/2) AᵀA.

This is exact. `greenStrain_path` proves it by the same expansion, with `module` collecting the terms.

```lean
/-- Along `F = 1 + tA` the Green strain is exactly `t sym A + (t²/2) AᵀA`. -/
theorem greenStrain_path (A : Matrix n n ℝ) (t : ℝ) :
    greenStrain (1 + t • A) = t • symPart A + (t ^ 2 / 2) • gram A := by
  apply Subtype.ext
  change (1 / 2 : ℝ) • ((1 + t • A)ᵀ * (1 + t • A) - 1)
    = t • ((1 / 2 : ℝ) • (A + Aᵀ)) + (t ^ 2 / 2) • (Aᵀ * A)
  simp only [transpose_add, transpose_one, transpose_smul, add_mul, mul_add, one_mul, mul_one,
    Matrix.smul_mul, Matrix.mul_smul]
  module
```

On another path with the same initial velocity the answer can change. For antisymmetric A, F = exp(tA) is a true rotation, E stays zero and so does the second derivative.

## W is twice continuously differentiable at zero strain

This ensures that W''(0), which enters the elastic constants, exists and that W has no kink at zero strain. By hand, put a = ε and b = AᵀA. The strain path ta + (t²/2)b has velocity a + tb, so the chain rule gives

d/dt W = dW(ta + (t²/2)b)[a + tb].

Differentiating this product at t = 0 gives

W''(0)[a, a] + dW(0)[b].

In the Lean proof, `hp` is the velocity, `hev` the first derivative for all small t, and `clm_apply` the product rule. The hypothesis `hW` supplies differentiability of W near 0 and of its derivative at 0.

```lean
/-- Second-order chain rule: for `W` twice continuously differentiable at 0, the second derivative
at `t = 0` of `W(t a + (t²/2) b)` is `W''(0)[a, a] + W'(0)[b]`. -/
theorem second_derivative_parabola {V : Type*} [NormedAddCommGroup V] [NormedSpace ℝ V]
    {W : V → ℝ} (hW : ContDiffAt ℝ 2 W 0) (a b : V) :
    HasDerivAt (deriv fun t : ℝ => W (t • a + (t ^ 2 / 2) • b))
      (fderiv ℝ (fderiv ℝ W) 0 a a + fderiv ℝ W 0 b) 0 := by
  -- velocity of the path
  have hp : ∀ t : ℝ, HasDerivAt (fun t : ℝ => t • a + (t ^ 2 / 2) • b) (a + t • b) t := by
    intro t
    have h2 : HasDerivAt (fun t : ℝ => t ^ 2 / 2) t t :=
      ((hasDerivAt_pow 2 t).div_const 2).congr_deriv (by norm_num)
    exact (((hasDerivAt_id' t).smul_const a).fun_add (h2.smul_const b)).congr_deriv
      (by rw [one_smul])
  have hz : (0 : ℝ) • a + ((0 : ℝ) ^ 2 / 2) • b = 0 := by simp
  have h0 : Tendsto (fun t : ℝ => t • a + (t ^ 2 / 2) • b) (𝓝 0) (𝓝 0) := by
    have h := (hp 0).continuousAt.tendsto
    rwa [hz] at h
  have hd : ∀ᶠ x in 𝓝 (0 : V), DifferentiableAt ℝ W x :=
    (hW.eventually (by simp)).mono fun x hx => hx.differentiableAt (by norm_num)
  -- first derivative for all small t
  have hev : (deriv fun t : ℝ => W (t • a + (t ^ 2 / 2) • b)) =ᶠ[𝓝 0]
      fun t => fderiv ℝ W (t • a + (t ^ 2 / 2) • b) (a + t • b) :=
    (h0.eventually hd).mono fun t ht => (ht.hasFDerivAt.comp_hasDerivAt t (hp t)).deriv
  -- differentiate once more at t = 0
  have hf : HasFDerivAt (fderiv ℝ W) (fderiv ℝ (fderiv ℝ W) 0)
      ((0 : ℝ) • a + ((0 : ℝ) ^ 2 / 2) • b) := by
    rw [hz]
    exact ((hW.fderiv_right (m := 1) one_add_one_eq_two.le).differentiableAt
      (by norm_num)).hasFDerivAt
  have h1 : HasDerivAt (fun t : ℝ => fderiv ℝ W (t • a + (t ^ 2 / 2) • b))
      (fderiv ℝ (fderiv ℝ W) 0 (a + (0 : ℝ) • b)) 0 := hf.comp_hasDerivAt (0 : ℝ) (hp 0)
  have h2 : HasDerivAt (fun t : ℝ => a + t • b) b 0 :=
    (((hasDerivAt_id' (0 : ℝ)).smul_const b).const_add a).congr_deriv (one_smul ℝ b)
  exact ((h1.clm_apply h2).congr_of_eventuallyEq hev).congr_deriv (by simp)
```

Being C¹ is not enough. In one dimension W(E) = |E|^(3/2) has gradient zero, but along A = 1 the energy grows like |t|^(3/2) and has no second derivative at t = 0.

## S is the gradient of W

The hypothesis `hS` turns dW(0)[AᵀA] into tr(S AᵀA), which is the last step of `second_derivative_energy`. Its conclusion is a `HasDerivAt` statement, so the outer derivative exists and is not the default value 0 that `deriv` returns otherwise. The inner one exists for small t because `hW` makes W differentiable near 0.

```lean
/-- For a strain energy `W` that is C² at zero strain with gradient `S` there, the second derivative
of the energy along `F = 1 + tA` at `t = 0` is `W''(0)[sym A, sym A] + tr(S AᵀA)`. -/
theorem second_derivative_energy {W : SymMat n → ℝ} (hW : ContDiffAt ℝ 2 W 0)
    {S : Matrix n n ℝ} (hS : IsReferenceStress W S) (A : Matrix n n ℝ) :
    HasDerivAt (deriv (energyAlong W A))
      (fderiv ℝ (fderiv ℝ W) 0 (symPart A) (symPart A) + trace (S * (Aᵀ * A))) 0 := by
  have e : energyAlong W A = fun t => W (t • symPart A + (t ^ 2 / 2) • gram A) :=
    funext fun t => by rw [energyAlong, greenStrain_path]
  have h := second_derivative_parabola hW (symPart A) (gram A)
  rw [e]
  refine h.congr_deriv ?_
  -- `hS` gives `dW(0)[AᵀA] = tr(S AᵀA)`
  exact congrArg (fun x => fderiv ℝ (fderiv ℝ W) 0 (symPart A) (symPart A) + x) (hS.2 (gram A))
```

Now replace A by ε. Since sym ε = ε, the W'' term is unchanged and cancels in the difference, leaving

tr(S AᵀA) − tr(S ε²).

The second term is there because the path 1 + tε has a quadratic strain too. Omitting it would give −p instead of −p/2 for the simple shear below.

```lean
/-- For `W` C² at zero strain with gradient `S`, the second derivatives along `A` and along its
symmetric part differ by `tr(S AᵀA) - tr(S (sym A)ᵀ(sym A))`. -/
theorem curvature_sub_symPart {W : SymMat n → ℝ} (hW : ContDiffAt ℝ 2 W 0)
    {S : Matrix n n ℝ} (hS : IsReferenceStress W S) (A : Matrix n n ℝ) :
    curvature W A - curvature W (symPart A).1
      = trace (S * (Aᵀ * A)) - trace (S * ((symPart A).1ᵀ * (symPart A).1)) := by
  have hs : symPart (symPart A).1 = symPart A := by
    apply Subtype.ext
    change (1 / 2 : ℝ) • ((1 / 2 : ℝ) • (A + Aᵀ) + ((1 / 2 : ℝ) • (A + Aᵀ))ᵀ)
      = (1 / 2 : ℝ) • (A + Aᵀ)
    simp only [transpose_smul, transpose_add, transpose_transpose]
    module
  rw [curvature, curvature, (second_derivative_energy hW hS A).deriv,
    (second_derivative_energy hW hS (symPart A).1).deriv, hs]
  ring
```

## The stress is a hydrostatic pressure

Let S = −p 1, where positive p means compression. With ω = (A − Aᵀ)/2 we have A = ε + ω and

AᵀA = (ε − ω)(ε + ω) = ε² + εω − ωε + ωᵀω.

The trace of εω − ωε vanishes, so the difference is −p tr(ωᵀω). Lean expands in A and Aᵀ instead and uses tr(AAᵀ) = tr(AᵀA).

```lean
/-- Under a reference stress `-p 1`, with `W` C² at zero strain, the second derivatives along `A`
and `sym A` differ by `-p tr(ωᵀω)`, where `ω = (A - Aᵀ)/2`. -/
theorem curvature_sub_symPart_pressure {W : SymMat n → ℝ} (hW : ContDiffAt ℝ 2 W 0) {p : ℝ}
    (hS : IsReferenceStress W ((-p) • (1 : Matrix n n ℝ))) (A : Matrix n n ℝ) :
    curvature W A - curvature W (symPart A).1
      = -p * trace (((1 / 2 : ℝ) • (A - Aᵀ))ᵀ * ((1 / 2 : ℝ) • (A - Aᵀ))) := by
  rw [curvature_sub_symPart hW hS]
  simp only [symPart, transpose_smul, transpose_add, transpose_sub, transpose_transpose,
    Matrix.smul_mul, Matrix.mul_smul, one_mul, add_mul, mul_add, sub_mul, mul_sub,
    trace_smul, trace_add, trace_sub, smul_eq_mul]
  linear_combination (p / 2) * trace_mul_comm A Aᵀ
```

The simple shear A = E12 is a matrix unit, not a component of the strain E. Its single nonzero entry is 1, at `simpleShear 0 1` when counting from 0. Its ω has entries 1/2 and −1/2, so tr(ωᵀω) = 1/2 and the difference is −p/2.

```lean
/-- The simple shear `E12` in three dimensions. -/
def simpleShear : Matrix (Fin 3) (Fin 3) ℝ := !![0, 1, 0; 0, 0, 0; 0, 0, 0]

/-- Under a reference stress `-p 1`, with `W` C² at zero strain, the second derivative along the
simple shear `E12` minus that along its symmetric part is `-p/2`. -/
theorem simpleShear_difference {W : SymMat (Fin 3) → ℝ} (hW : ContDiffAt ℝ 2 W 0) {p : ℝ}
    (hS : IsReferenceStress W ((-p) • (1 : Matrix (Fin 3) (Fin 3) ℝ))) :
    curvature W simpleShear - curvature W (symPart simpleShear).1 = -p / 2 := by
  have h : trace (((1 / 2 : ℝ) • (simpleShear - simpleShearᵀ))ᵀ
      * ((1 / 2 : ℝ) • (simpleShear - simpleShearᵀ))) = 1 / 2 := by
    have s : simpleShear 0 1 = 1 ∧ simpleShear 1 0 = 0 ∧ simpleShear 0 2 = 0 ∧
        simpleShear 2 0 = 0 ∧ simpleShear 1 2 = 0 ∧ simpleShear 2 1 = 0 :=
      ⟨rfl, rfl, rfl, rfl, rfl, rfl⟩
    simp only [trace_fin_three, Matrix.mul_apply, Fin.sum_univ_three, transpose_apply,
      Matrix.smul_apply, Matrix.sub_apply, smul_eq_mul, s]
    norm_num
  rw [curvature_sub_symPart_pressure hW hS, h]
  ring
```

For a general symmetric S the same shear gives (3S₁₁ − S₀₀)/4, with indices from 0. The commutator then contributes, so the difference is in general not tr(S ωᵀω).

## Three dimensions and a symmetric S

In three dimensions the second derivative depends on ε alone exactly when S = 0. If S = 0, the difference above vanishes. For the converse, let K be the infinitesimal rotation Kx = u × x with u = (a, b, c). Its symmetric part is zero, so

0 = tr(S KᵀK) = |u|² tr S − uᵀSu.

Taking u along each axis makes every diagonal entry equal to tr S. Summing gives 3 tr S = tr S, so tr S = 0. Then uᵀSu = 0 for all u, and symmetry gives S = 0. Lean evaluates `key` at six vectors u and lets `linarith` solve for the entries.

```lean
/-- In three dimensions, for `W` C² at zero strain with gradient `S`, the second derivative along
every `A` equals that along `sym A` if and only if `S = 0`. -/
theorem depends_on_symPart_iff {W : SymMat (Fin 3) → ℝ} (hW : ContDiffAt ℝ 2 W 0)
    {S : Matrix (Fin 3) (Fin 3) ℝ} (hS : IsReferenceStress W S) :
    (∀ A, curvature W A = curvature W (symPart A).1) ↔ S = 0 := by
  constructor
  · intro h
    -- test on the infinitesimal rotation about the axis (a, b, c)
    have key : ∀ a b c : ℝ, S 0 0 * (b ^ 2 + c ^ 2) + S 1 1 * (a ^ 2 + c ^ 2)
        + S 2 2 * (a ^ 2 + b ^ 2) - a * b * (S 0 1 + S 1 0) - a * c * (S 0 2 + S 2 0)
        - b * c * (S 1 2 + S 2 1) = 0 := by
      intro a b c
      let K : Matrix (Fin 3) (Fin 3) ℝ := !![0, -c, b; c, 0, -a; -b, a, 0]
      have e0 : (symPart K).1 = 0 := by
        ext i j
        fin_cases i <;> fin_cases j <;> simp [symPart, K]
      have e1 := curvature_sub_symPart hW hS K
      rw [h K, sub_self, e0, mul_zero, mul_zero, trace_zero, sub_zero] at e1
      rw [e1]
      simp only [K, trace_fin_three, Matrix.mul_apply, Fin.sum_univ_three, transpose_apply]
      simp
      ring
    have s01 : S 1 0 = S 0 1 := congrFun (congrFun hS.1 0) 1
    have s02 : S 2 0 = S 0 2 := congrFun (congrFun hS.1 0) 2
    have s12 : S 2 1 = S 1 2 := congrFun (congrFun hS.1 1) 2
    have k1 := key 1 0 0
    have k2 := key 0 1 0
    have k3 := key 0 0 1
    have k4 := key 1 1 0
    have k5 := key 1 0 1
    have k6 := key 0 1 1
    ext i j
    fin_cases i <;> fin_cases j <;> simp <;> linarith
  · intro h A
    have e := curvature_sub_symPart hW hS A
    rw [h, zero_mul, zero_mul, sub_self] at e
    exact sub_eq_zero.mp e
```

In one dimension the converse fails, since every A is symmetric. Symmetry of S is needed as well: for W = 0, any antisymmetric S satisfies the trace condition.

## An energy that meets the hypotheses

For any p and k, the energy −p tr E + (k/2)(tr E)² is C² with gradient −p 1. The proof treats the trace as a continuous linear functional and applies the product rule. Along E12 and its symmetric part, this energy has second derivatives −p and −p/2. It shows only that the hypotheses can be met. For p > 0 it is not a model of a stable crystal, since a small simple shear, which keeps the volume, lowers the energy.

```lean
/-- The energy `-p tr E + (k/2)(tr E)²` is C² and has gradient `-p 1` at zero strain. -/
theorem pressure_witness (p k : ℝ) :
    ContDiff ℝ 2 (fun E : SymMat n => -p * trace E.1 + k / 2 * (trace E.1 * trace E.1)) ∧
    IsReferenceStress (fun E : SymMat n => -p * trace E.1 + k / 2 * (trace E.1 * trace E.1))
      ((-p) • (1 : Matrix n n ℝ)) := by
  -- the trace as a continuous linear functional
  obtain ⟨T, hT⟩ : ∃ T : SymMat n →L[ℝ] ℝ, ∀ E, T E = trace E.1 :=
    ⟨LinearMap.toContinuousLinearMap
      ((Matrix.traceLinearMap n ℝ ℝ).comp (SymMat n).subtype), fun _ => rfl⟩
  simp only [← hT]
  refine ⟨(contDiff_const.mul T.contDiff).add
    (contDiff_const.mul (T.contDiff.mul T.contDiff)), ?_, fun H => ?_⟩
  · rw [transpose_smul, transpose_one]
  · have h : HasFDerivAt (fun E : SymMat n => -p * T E + k / 2 * (T E * T E))
        ((-p) • T + (k / 2) • (T 0 • T + T 0 • T)) 0 :=
      (T.hasFDerivAt.const_mul (-p)).add ((T.hasFDerivAt.mul T.hasFDerivAt).const_mul (k / 2))
    rw [h.fderiv, Matrix.smul_mul, one_mul, trace_smul, ← hT]
    simp

end

end PrestressedElasticity
```

```lean
#print axioms PrestressedElasticity.second_derivative_energy
#print axioms PrestressedElasticity.simpleShear_difference
#print axioms PrestressedElasticity.depends_on_symPart_iff
```

```
'PrestressedElasticity.second_derivative_energy' depends on axioms: [propext, Classical.choice, Quot.sound]
'PrestressedElasticity.simpleShear_difference' depends on axioms: [propext, Classical.choice, Quot.sound]
'PrestressedElasticity.depends_on_symPart_iff' depends on axioms: [propext, Classical.choice, Quot.sound]
```
